# Above a square-lattice band with hopping −t (t > 0), tunnelling decays fastest at q = 0 and slowest at q = π

Suppose the tunnelling through a thick barrier is computed at transverse momentum \(q=0\) only, the Gamma point. For the barrier studied here, at an energy above its band, this keeps the contribution that decays fastest and drops the ones that decay more slowly. The true transmission can then exceed the computed one by a factor that grows exponentially with thickness.

The barrier here is a non-interacting square lattice with one orbital per site and the band \(-2t(\cos k+\cos q)\), \(t>0\), which runs from \(-4t\) to \(4t\). At energies outside it, a decaying Bloch solution with real \(q\) shrinks by a factor \(e^{-K}\) in magnitude per layer. The question is how \(K\ge 0\) depends on \(q\).

## The lattice and its decaying states

```lean
import Mathlib

open Set Filter Topology

namespace SquareLatticeTunnelling

noncomputable section

/-- The nearest-neighbour hopping Hamiltonian on the square lattice, with amplitude `-t`. -/
def hop (t : ℝ) (ψ : ℤ → ℤ → ℂ) (m n : ℤ) : ℂ :=
  -(t : ℂ) * (ψ (m + 1) n + ψ (m - 1) n + ψ m (n + 1) + ψ m (n - 1))
```

The integer \(m\) counts layers along the transport direction, and \(n\) counts sites within a layer. The definition reads
\[
(H\psi)_{m,n}=-t\,(\psi_{m+1,n}+\psi_{m-1,n}+\psi_{m,n+1}+\psi_{m,n-1}).
\]
The on-site energy is zero. The type `ℤ → ℤ → ℂ` admits any complex amplitudes, normalisable or not, and `(t : ℂ)` is the real number \(t\) regarded as complex.

```lean
/-- A state with Bloch factor `z ≠ 0` per layer along the transport direction and real
transverse momentum `q`. -/
def wave (z : ℂ) (q : ℝ) (m n : ℤ) : ℂ :=
  z ^ m * Complex.exp (q * Complex.I) ^ n
```

This is \(\psi_{m,n}=z^m e^{iqn}\), with \(q\) in units of the inverse lattice spacing. A propagating wave has \(z=e^{ik}\) with real \(k\); a decaying one has \(|z|<1\).

```lean
/-- `K ≥ 0` is a decay rate at energy `E` and transverse momentum `q` if some solution of the
lattice Schrödinger equation shrinks by the factor `exp (-K)` per layer. -/
def IsDecayRate (t E q K : ℝ) : Prop :=
  0 ≤ K ∧ ∃ z : ℂ, ‖z‖ = Real.exp (-K) ∧
    ∀ m n : ℤ, hop t (wave z q) m n = (E : ℂ) * wave z q m n
```

`IsDecayRate t E q K` says that \(K\ge0\) and that some \(z\) with \(|z|=e^{-K}\) solves \(H\psi=E\psi\) at every site. The phase of \(z\) is left free. No formula for \(K\) is built in.

## The band formula at complex wave number

```lean
/-- A state with Bloch factor `z ≠ 0` solves the lattice Schrödinger equation exactly when `E`
is given by the band formula continued to complex wave number. -/
theorem bloch_iff {t E q : ℝ} {z : ℂ} (hz : z ≠ 0) :
    (∀ m n : ℤ, hop t (wave z q) m n = (E : ℂ) * wave z q m n) ↔
      (E : ℂ) = -(t : ℂ) * (z + z⁻¹ + 2 * ((Real.cos q : ℝ) : ℂ)) := by
  have hu : Complex.exp (q * Complex.I) ≠ 0 := Complex.exp_ne_zero _
  have hc : Complex.exp (q * Complex.I) + (Complex.exp (q * Complex.I))⁻¹
      = 2 * ((Real.cos q : ℝ) : ℂ) := by
    rw [← Complex.exp_neg, Complex.ofReal_cos, Complex.two_cos, neg_mul]
  -- the Hamiltonian multiplies the state by a number
  have key : ∀ m n : ℤ, hop t (wave z q) m n
      = -(t : ℂ) * (z + z⁻¹ + 2 * ((Real.cos q : ℝ) : ℂ)) * wave z q m n := by
    intro m n
    simp only [hop, wave, zpow_add_one₀ hz, zpow_sub_one₀ hz, zpow_add_one₀ hu,
      zpow_sub_one₀ hu]
    linear_combination (-(t : ℂ) * z ^ m * Complex.exp (q * Complex.I) ^ n) * hc
  constructor
  · intro h
    have h0 := h 0 0
    rw [key] at h0
    have hw : wave z q 0 0 = 1 := by simp [wave]
    rw [hw, mul_one, mul_one] at h0
    exact h0.symm
  · intro h m n
    rw [key, h]
```

In a Lean theorem, the hypotheses stand before the main colon, the claim after it, and the proof after `:=`. Here the claim is that, for \(z\neq0\), the state solves the lattice equation exactly when
\[
E=-t\,(z+z^{-1}+2\cos q).
\]
By hand, a step in \(m\) multiplies \(\psi\) by \(z^{\pm1}\) and a step in \(n\) by \(e^{\pm iq}\). Since \(e^{iq}+e^{-iq}=2\cos q\), \(H\) multiplies \(\psi\) by the right-hand side; this is `key`. Evaluating at the origin, where \(\psi_{0,0}=1\), gives the energy equation. Conversely, that equation turns `key` into \(H\psi=E\psi\).

```lean
/-- Every real number `c ≥ 1` is the hyperbolic cosine of exactly one `K ≥ 0`. -/
theorem existsUnique_cosh {c : ℝ} (hc : 1 ≤ c) : ∃! K : ℝ, 0 ≤ K ∧ Real.cosh K = c := by
  have hs : Real.sqrt (c ^ 2 - 1) ^ 2 = c ^ 2 - 1 := Real.sq_sqrt (by nlinarith)
  have hs0 := Real.sqrt_nonneg (c ^ 2 - 1)
  have hinv : (c + Real.sqrt (c ^ 2 - 1))⁻¹ = c - Real.sqrt (c ^ 2 - 1) :=
    inv_eq_of_mul_eq_one_right (by linear_combination -hs)
  refine ⟨Real.log (c + Real.sqrt (c ^ 2 - 1)), ⟨Real.log_nonneg (by linarith), ?_⟩, ?_⟩
  · rw [Real.cosh_eq, Real.exp_neg, Real.exp_log (by linarith), hinv]
    ring
  · rintro K ⟨hK, hKc⟩
    have hL : 0 ≤ Real.log (c + Real.sqrt (c ^ 2 - 1)) := Real.log_nonneg (by linarith)
    have hLc : Real.cosh (Real.log (c + Real.sqrt (c ^ 2 - 1))) = c := by
      rw [Real.cosh_eq, Real.exp_neg, Real.exp_log (by linarith), hinv]
      ring
    have h1 := Real.cosh_le_cosh.mp (hKc.trans hLc.symm).le
    have h2 := Real.cosh_le_cosh.mp (hLc.trans hKc.symm).le
    rw [abs_of_nonneg hK, abs_of_nonneg hL] at h1 h2
    exact le_antisymm h1 h2
```

The symbol `∃!` means "there is exactly one". For \(c\ge1\), take \(K=\ln(c+\sqrt{c^2-1})\ge0\). Because \((c+\sqrt{c^2-1})(c-\sqrt{c^2-1})=1\),
\[
\cosh K=\tfrac12\left[(c+\sqrt{c^2-1})+(c-\sqrt{c^2-1})\right]=c.
\]
There is no second such \(K\), since \(\cosh\) increases strictly on \(K\ge0\).

```lean
/-- For `t ≠ 0`, `c ≥ 1` and a sign `s = ±1`, the decay rates at energy `-2t(s c + cos q)` are
the numbers `K ≥ 0` with `cosh K = c`. -/
theorem isDecayRate_iff {t c q K s : ℝ} (ht : t ≠ 0) (hc : 1 ≤ c) (hs : |s| = 1) :
    IsDecayRate t (-2 * t * (s * c + Real.cos q)) q K ↔ 0 ≤ K ∧ Real.cosh K = c := by
  have htC : (t : ℂ) ≠ 0 := Complex.ofReal_ne_zero.mpr ht
  have hsC : (s : ℂ) * s = 1 := by
    rw [← Complex.ofReal_mul, ← abs_mul_abs_self, hs]
    simp
  have hprod : ∀ x : ℝ, ((Real.exp x : ℝ) : ℂ) * ((Real.exp (-x) : ℝ) : ℂ) = 1 := by
    intro x
    rw [← Complex.ofReal_mul, ← Real.exp_add, add_neg_cancel, Real.exp_zero,
      Complex.ofReal_one]
  have hsum : ∀ x : ℝ, Real.cosh x = c →
      ((Real.exp x : ℝ) : ℂ) + ((Real.exp (-x) : ℝ) : ℂ) = 2 * (c : ℂ) := by
    intro x hx
    have h : Real.exp x + Real.exp (-x) = 2 * c := by
      rw [← hx, Real.cosh_eq]
      ring
    rw [← Complex.ofReal_add, h]
    simp
  constructor
  · rintro ⟨hK, z, hz, h⟩
    have hz0 : z ≠ 0 := norm_pos_iff.mp (hz ▸ Real.exp_pos _)
    have hb := (bloch_iff hz0).mp h
    simp only [Complex.ofReal_mul, Complex.ofReal_add, Complex.ofReal_neg,
      Complex.ofReal_ofNat] at hb
    have h2 : z + z⁻¹ = 2 * (s : ℂ) * c := mul_left_cancel₀ htC (by linear_combination hb)
    obtain ⟨L, ⟨-, hL⟩, -⟩ := existsUnique_cosh hc
    -- the quadratic equation for the Bloch factor splits
    have hq : (z - s * ((Real.exp L : ℝ) : ℂ)) * (z - s * ((Real.exp (-L) : ℝ) : ℂ)) = 0 := by
      linear_combination z * h2 - mul_inv_cancel₀ hz0 - s * z * hsum L hL
        + (s : ℂ) ^ 2 * hprod L + hsC
    refine ⟨hK, ?_⟩
    rcases mul_eq_zero.mp hq with h3 | h3
    · rw [sub_eq_zero.mp h3] at hz
      simp only [norm_mul, Complex.norm_real, Real.norm_eq_abs, hs, Real.abs_exp,
        one_mul] at hz
      rw [← hL, Real.exp_injective hz, Real.cosh_neg]
    · rw [sub_eq_zero.mp h3] at hz
      simp only [norm_mul, Complex.norm_real, Real.norm_eq_abs, hs, Real.abs_exp,
        one_mul] at hz
      rw [← hL, neg_injective (Real.exp_injective hz)]
  · rintro ⟨hK, hKc⟩
    have hone : ((s : ℂ) * ((Real.exp (-K) : ℝ) : ℂ)) * (s * ((Real.exp K : ℝ) : ℂ)) = 1 := by
      linear_combination (s : ℂ) ^ 2 * hprod K + hsC
    refine ⟨hK, s * ((Real.exp (-K) : ℝ) : ℂ), ?_, ?_⟩
    · simp only [norm_mul, Complex.norm_real, Real.norm_eq_abs, hs, Real.abs_exp, one_mul]
    · rw [bloch_iff (left_ne_zero_of_mul_eq_one hone), inv_eq_of_mul_eq_one_right hone]
      simp only [Complex.ofReal_mul, Complex.ofReal_add, Complex.ofReal_neg,
        Complex.ofReal_ofNat]
      linear_combination (t : ℂ) * s * hsum K hKc
```

Write the energy as \(E=-2t(sc+\cos q)\) with \(s=\pm1\) and \(c\ge1\). The band formula becomes \(z+z^{-1}=2sc\). Choose \(L\ge0\) with \(\cosh L=c\) and multiply by \(z\):
\[
z^2-2scz+1=(z-se^{L})(z-se^{-L})=0.
\]
So \(|z|\) is \(e^{L}\) or \(e^{-L}\). Comparison with \(|z|=e^{-K}\) gives \(K=-L\) or \(K=L\), and \(\cosh K=c\) either way. Conversely, if \(\cosh K=c\), then \(z=se^{-K}\) is a solution.

In the code, `hq` is the factorised quadratic and `rcases` treats its two factors in turn. The tactic `linear_combination` verifies an identity as a stated combination of known ones.

## Decay rates on the two sides of the band

```lean
/-- Below the band, for `t > 0` and `E < -4t`, the decay rates are the `K ≥ 0` with
`cosh K = -E/(2t) - cos q`. -/
theorem rate_below {t E q K : ℝ} (ht : 0 < t) (hE : E < -4 * t) :
    IsDecayRate t E q K ↔ 0 ≤ K ∧ Real.cosh K = -E / (2 * t) - Real.cos q := by
  have h2 : 2 < -E / (2 * t) := by
    rw [lt_div_iff₀ (by positivity)]
    linarith
  have hd : -E / (2 * t) * (2 * t) = -E := div_mul_cancel₀ _ (by positivity)
  have h := isDecayRate_iff (q := q) (K := K) (s := 1) ht.ne'
    (show 1 ≤ -E / (2 * t) - Real.cos q by linarith [Real.cos_le_one q]) abs_one
  have he : -2 * t * (1 * (-E / (2 * t) - Real.cos q) + Real.cos q) = E := by
    linear_combination -hd
  rwa [he] at h
```

For \(E<-4t\), set \(s=1\) and \(c=-E/(2t)-\cos q\). Since \(-E/(2t)>2\), we have \(c>1\), and the previous theorem gives
\[
\cosh K=-\frac{E}{2t}-\cos q .
\]

```lean
/-- Above the band, for `t > 0` and `E > 4t`, the decay rates are the `K ≥ 0` with
`cosh K = E/(2t) + cos q`. -/
theorem rate_above {t E q K : ℝ} (ht : 0 < t) (hE : 4 * t < E) :
    IsDecayRate t E q K ↔ 0 ≤ K ∧ Real.cosh K = E / (2 * t) + Real.cos q := by
  have h2 : 2 < E / (2 * t) := by
    rw [lt_div_iff₀ (by positivity)]
    linarith
  have hd : E / (2 * t) * (2 * t) = E := div_mul_cancel₀ _ (by positivity)
  have h := isDecayRate_iff (q := q) (K := K) (s := -1) ht.ne'
    (show 1 ≤ E / (2 * t) + Real.cos q by linarith [Real.neg_one_le_cos q]) (by simp)
  have he : -2 * t * (-1 * (E / (2 * t) + Real.cos q) + Real.cos q) = E := by
    linear_combination hd
  rwa [he] at h
```

For \(E>4t\), set \(s=-1\) and \(c=E/(2t)+\cos q>1\). Then
\[
\cosh K=\frac{E}{2t}+\cos q .
\]
The decaying solution is \(z=-e^{-K}\), so its amplitude alternates in sign from layer to layer.

```lean
/-- For `t > 0` and an energy outside the band, `|E| > 4t`, there is exactly one decay rate at
each real transverse momentum. -/
theorem existsUnique_rate {t E : ℝ} (ht : 0 < t) (hE : 4 * t < |E|) (q : ℝ) :
    ∃! K : ℝ, IsDecayRate t E q K := by
  rcases lt_abs.mp hE with h | h
  · have h2 : 2 < E / (2 * t) := by
      rw [lt_div_iff₀ (by positivity)]
      linarith
    simp only [rate_above ht h]
    exact existsUnique_cosh (by linarith [Real.neg_one_le_cos q])
  · have h2 : 2 < -E / (2 * t) := by
      rw [lt_div_iff₀ (by positivity)]
      linarith
    simp only [rate_below ht (show E < -4 * t by linarith)]
    exact existsUnique_cosh (by linarith [Real.cos_le_one q])
```

The condition \(|E|>4t\) combines both cases. Each right-hand side exceeds 1, so exactly one \(K\ge0\) belongs to each real \(q\).

## Where the decay is slowest

```lean
/-- For `t > 0` and `0 ≤ p < q ≤ π`, the decay rate at `p` is smaller than that at `q` if
`E < -4t`, and larger if `E > 4t`. -/
theorem rate_order {t E p q K L : ℝ} (ht : 0 < t) (hp : 0 ≤ p) (hpq : p < q)
    (hq : q ≤ Real.pi) (hK : IsDecayRate t E p K) (hL : IsDecayRate t E q L) :
    (E < -4 * t → K < L) ∧ (4 * t < E → L < K) := by
  have hcos : Real.cos q < Real.cos p :=
    Real.strictAntiOn_cos ⟨hp, hpq.le.trans hq⟩ ⟨hp.trans hpq.le, hq⟩ hpq
  constructor
  · intro hE
    have h : Real.cosh K < Real.cosh L := by
      rw [((rate_below ht hE).mp hK).2, ((rate_below ht hE).mp hL).2]
      linarith
    rwa [Real.cosh_lt_cosh, abs_of_nonneg hK.1, abs_of_nonneg hL.1] at h
  · intro hE
    have h : Real.cosh L < Real.cosh K := by
      rw [((rate_above ht hE).mp hK).2, ((rate_above ht hE).mp hL).2]
      linarith
    rwa [Real.cosh_lt_cosh, abs_of_nonneg hK.1, abs_of_nonneg hL.1] at h
```

Here \(K\) is the rate at \(p\) and \(L\) the rate at \(q\), with \(0\le p<q\le\pi\). On this interval \(\cos q<\cos p\). Below the band this gives \(\cosh K<\cosh L\), hence \(K<L\); above it the order is reversed.

```lean
/-- For `t > 0`, the decay rate `κ q` over `0 ≤ q ≤ π` is minimal exactly at `q = 0` when
`E < -4t`, and exactly at `q = π` when `E > 4t`. -/
theorem slowest_decay {t E : ℝ} (ht : 0 < t) {κ : ℝ → ℝ}
    (hκ : ∀ q ∈ Icc 0 Real.pi, IsDecayRate t E q (κ q)) {q : ℝ} (hq : q ∈ Icc 0 Real.pi) :
    (E < -4 * t → ((∀ p ∈ Icc 0 Real.pi, κ q ≤ κ p) ↔ q = 0)) ∧
    (4 * t < E → ((∀ p ∈ Icc 0 Real.pi, κ q ≤ κ p) ↔ q = Real.pi)) := by
  have h0 : (0 : ℝ) ∈ Icc 0 Real.pi := ⟨le_rfl, Real.pi_pos.le⟩
  have hπ : Real.pi ∈ Icc 0 Real.pi := ⟨Real.pi_pos.le, le_rfl⟩
  refine ⟨fun hE => ⟨fun h => ?_, fun h p hp => ?_⟩, fun hE => ⟨fun h => ?_, fun h p hp => ?_⟩⟩
  · by_contra hne
    have hlt : 0 < q := lt_of_le_of_ne hq.1 (Ne.symm hne)
    exact not_lt_of_ge (h 0 h0) ((rate_order ht le_rfl hlt hq.2 (hκ 0 h0) (hκ q hq)).1 hE)
  · rw [h]
    rcases eq_or_lt_of_le hp.1 with h1 | h1
    · exact le_of_eq (congrArg κ h1)
    · exact ((rate_order ht le_rfl h1 hp.2 (hκ 0 h0) (hκ p hp)).1 hE).le
  · by_contra hne
    have hlt : q < Real.pi := lt_of_le_of_ne hq.2 hne
    exact not_lt_of_ge (h _ hπ) ((rate_order ht hq.1 hlt le_rfl (hκ q hq) (hκ _ hπ)).2 hE)
  · rw [h]
    rcases eq_or_lt_of_le hp.2 with h1 | h1
    · exact le_of_eq (congrArg κ h1.symm)
    · exact ((rate_order ht hp.1 h1 le_rfl (hκ p hp) (hκ _ hπ)).2 hE).le
```

The function `κ` assigns to each \(q\in[0,\pi]\) its decay rate. The theorem says that \(\kappa(q)\) is a minimum exactly when \(q=0\) for \(E<-4t\), and exactly when \(q=\pi\) for \(E>4t\). The proof compares \(q\) with the relevant endpoint by means of `rate_order`. The interval \([0,\pi]\) suffices because the rate depends on \(q\) only through \(\cos q\), which is even and has period \(2\pi\).

```lean
/-- For `t > 0`, `E > 4t` and `0 < q ≤ π`, the tunnelling factor `exp (-2KN)` at the Gamma point
becomes negligible relative to that at `q` as the number `N` of layers grows. -/
theorem gamma_negligible {t E q K₀ K : ℝ} (ht : 0 < t) (hE : 4 * t < E) (hq : 0 < q)
    (hqπ : q ≤ Real.pi) (h₀ : IsDecayRate t E 0 K₀) (h : IsDecayRate t E q K) :
    Tendsto (fun N : ℕ => Real.exp (-2 * K₀ * N) / Real.exp (-2 * K * N)) atTop (𝓝 0) := by
  have hlt : K < K₀ := (rate_order ht le_rfl hq hqπ h₀ h).2 hE
  -- the ratio is a geometric sequence
  have hgeom : (fun N : ℕ => Real.exp (-2 * K₀ * N) / Real.exp (-2 * K * N))
      = fun N : ℕ => Real.exp (-2 * (K₀ - K)) ^ N := by
    funext N
    rw [← Real.exp_sub, ← Real.exp_nat_mul]
    congr 1
    ring
  rw [hgeom]
  exact tendsto_pow_atTop_nhds_zero_of_lt_one (Real.exp_pos _).le
    (Real.exp_lt_one_iff.mpr (by linarith))

end

end SquareLatticeTunnelling
```

Let \(K_0\) be the rate at \(q=0\) and \(K\) the rate at some \(q\in(0,\pi]\), with \(E>4t\). Then \(K<K_0\), and over \(N\) layers
\[
\frac{e^{-2K_0N}}{e^{-2KN}}=\left(e^{-2(K_0-K)}\right)^N\to0,
\]
a geometric sequence with ratio below one. The factor 2 appears because probability is amplitude squared.

Applying this to a junction takes one further step: the transmission at each \(q\) must behave as \(e^{-2KN}\) times a nonzero prefactor set by the contacts. A lead with no propagating state at a given \(q\) contributes nothing there, however small \(K\) is.

```lean
#print axioms SquareLatticeTunnelling.existsUnique_rate
#print axioms SquareLatticeTunnelling.slowest_decay
#print axioms SquareLatticeTunnelling.gamma_negligible
```

```
'SquareLatticeTunnelling.existsUnique_rate' depends on axioms: [propext, Classical.choice, Quot.sound]
'SquareLatticeTunnelling.slowest_decay' depends on axioms: [propext, Classical.choice, Quot.sound]
'SquareLatticeTunnelling.gamma_negligible' depends on axioms: [propext, Classical.choice, Quot.sound]
```

## Five layers at E = 5t

Take \(E=5t\), so that \(\cosh K=2.5+\cos q\).

- At \(q=0\), \(\cosh K=3.5\) and \(K=\ln(3.5+\sqrt{11.25})\approx1.925\).
- At \(q=\pi\), \(\cosh K=1.5\) and \(K=\ln(1.5+\sqrt{1.25})\approx0.962\).

The ratio of the two tunnelling factors is about \(0.146\) per layer. After five layers the factor at \(q=0\) is about \(6.6\times10^{-5}\) of that at \(q=\pi\).

In a mode-matching calculation for this barrier, the quadratic for \(z\) is solved at each \(q\) of a transverse grid. The root with \(|z|<1\) describes decay into the barrier, the one with \(|z|>1\) growth. Both are matched to the lead states, and the resulting transmissions are averaged over the grid. A grid containing only \(q=0\) would use \(K\approx1.925\) for the whole average.
